# Bounds on the scaled interior and exterior multipole moments of a continuous radial function

In a multipole expansion, a radial function `f` enters through an interior moment, the integral of f(s) s^(L+2) from 0 to t, and an exterior moment, the integral of f(s) s²/s^(L+1) from t to a finite radius R. The theorem `moment_bounds` says that for continuous real `f`, R > 0 and a fixed natural number L, there is one constant M ≥ 0 such that, for all 0 < t ≤ R, the interior moment divided by t^(L+1) is at most Mt in absolute value, and the exterior moment times t^(L+1) is at most M. Neither positivity nor normalisation of `f` is assumed, and M may depend on `f`, L and R. The proof bounds |f| by a constant K on [0, R], bounds each integral by a constant times the length of its interval, and takes M = KR + KR³.

This version doesn't compile in Lean 4 with Mathlib:

```lean
import Mathlib

open Set Filter Topology

namespace MomentBounds

noncomputable section

/-- The multipole moment of order `L` of the radial function `f` inside the radius `r`. -/
def moment (L : ℕ) (f : ℝ → ℝ) (r : ℝ) : ℝ := ∫ s in (0 : ℝ)..r, f s * s ^ (L + 2)

/-- The exterior moment of `f` between the radii `r > 0` and `R > 0`. -/
def extMoment (L : ℕ) (f : ℝ → ℝ) (R r : ℝ) : ℝ :=
  ∫ s in r..R, f s * (s ^ 2 / s ^ (L + 1))

variable {L : ℕ} {f : ℝ → ℝ} {R : ℝ}

/-- For continuous `f` the scaled interior moment is at most linear in the radius, and the
scaled exterior moment is bounded, on `0 < t ≤ R`. -/
theorem moment_bounds (hf : Continuous f) (hR : 0 < R) (L : ℕ) :
    ∃ M : ℝ, 0 ≤ M ∧ ∀ t ∈ Ioc 0 R, |moment L f t / t ^ (L + 1)| ≤ M * t ∧
      |t ^ (L + 1) * extMoment L f R t| ≤ M := by
  obtain ⟨K, hK⟩ := isCompact_Icc.exists_bound_of_continuousOn (hf.continuousOn (s := Icc 0 R))
  have hK0 : 0 ≤ K := (norm_nonneg _).trans (hK 0 ⟨le_rfl, hR.le⟩)
  refine ⟨K * R + K * R ^ 3, by positivity, fun t ht => ?_⟩
  obtain ⟨h0, h1⟩ := ht
  have hp : 0 < t ^ (L + 1) := pow_pos h0 _
  constructor
  · have hQ : |moment L f t| ≤ K * t ^ (L + 2) * |t - 0| := by
      apply intervalIntegral.norm_integral_le_of_norm_le_const
      intro s hs
      rw [uIoc_of_le h0.le] at hs
      rw [norm_mul, Real.norm_of_nonneg (pow_nonneg hs.1.le _)]
      exact mul_le_mul (hK s ⟨hs.1.le, hs.2.trans h1⟩)
        (pow_le_pow_left₀ hs.1.le hs.2 _) (pow_nonneg hs.1.le _) hK0
    rw [sub_zero, abs_of_pos h0] at hQ
    rw [abs_div, abs_of_pos hp, div_le_iff₀ hp]
    have h2 : K * t ^ (L + 2) * t ≤ K * R * t * t ^ (L + 1) := by
      have := mul_le_mul_of_nonneg_left h1 (by positivity : 0 ≤ K * t * t ^ (L + 1))
      calc K * t ^ (L + 2) * t = K * t * t ^ (L + 1) * t := by ring
        _ ≤ K * t * t ^ (L + 1) * R := this
        _ = _ := by ring
    have h3 : 0 ≤ K * R ^ 3 * t * t ^ (L + 1) := by positivity
    linarith
  · have hP : |extMoment L f R t| ≤ K * (R ^ 2 / t ^ (L + 1)) * |R - t| := by
      apply intervalIntegral.norm_integral_le_of_norm_le_const
      intro s hs
      rw [uIoc_of_le h1] at hs
      have hs0 : 0 < s := h0.trans hs.1
      rw [norm_mul, Real.norm_of_nonneg (by positivity : 0 ≤ s ^ 2 / s ^ (L + 1))]
      exact mul_le_mul (hK s ⟨hs0.le, hs.2⟩) (div_le_div₀ (by positivity)
        (pow_le_pow_left₀ hs0.le hs.2 _) hp (pow_le_pow_left₀ h0.le hs.1.le _))
        (by positivity) hK0
    rw [abs_of_nonneg (sub_nonneg.2 h1)] at hP
    rw [abs_mul, abs_of_pos hp]
    have h2 := mul_le_mul_of_nonneg_left hP hp.le
    have h3 : t ^ (L + 1) * (K * (R ^ 2 / t ^ (L + 1)) * (R - t)) = K * R ^ 2 * (R - t) := by
      field_simp
    have h4 : 0 ≤ K * R ^ 2 * t := by positivity
    have h5 : 0 ≤ K * R := by positivity
    nlinarith

end

end MomentBounds
```

The error:

```
Main.lean:30:6: error: Tactic `apply` failed: could not unify the conclusion of `@intervalIntegral.norm_integral_le_of_norm_le_const`
  ‖∫ (x : ℝ) in ?a..?b, ?f x‖ ≤ ?C * |?b - ?a|
with the goal
  |moment L f t| ≤ K * t ^ (L + 2) * |t - 0|

Note: The full type of `@intervalIntegral.norm_integral_le_of_norm_le_const` is
  ∀ {E : Type ?u.129} [inst : NormedAddCommGroup E] [inst_1 : NormedSpace ℝ E] {a b C : ℝ} {f : ℝ → E},
    (∀ x ∈ uIoc a b, ‖f x‖ ≤ C) → ‖∫ (x : ℝ) in a..b, f x‖ ≤ C * |b - a|

f : ℝ → ℝ
R : ℝ
hf : Continuous f
hR : 0 < R
L : ℕ
K : ℝ
hK : ∀ x ∈ Icc 0 R, ‖f x‖ ≤ K
hK0 : 0 ≤ K
t : ℝ
h0 : 0 < t
h1 : t ≤ R
hp : 0 < t ^ (L + 1)
⊢ |moment L f t| ≤ K * t ^ (L + 2) * |t - 0|
Main.lean:46:6: error: Tactic `apply` failed: could not unify the conclusion of `@intervalIntegral.norm_integral_le_of_norm_le_const`
  ‖∫ (x : ℝ) in ?a..?b, ?f x‖ ≤ ?C * |?b - ?a|
with the goal
  |extMoment L f R t| ≤ K * (R ^ 2 / t ^ (L + 1)) * |R - t|

Note: The full type of `@intervalIntegral.norm_integral_le_of_norm_le_const` is
  ∀ {E : Type ?u.309} [inst : NormedAddCommGroup E] [inst_1 : NormedSpace ℝ E] {a b C : ℝ} {f : ℝ → E},
    (∀ x ∈ uIoc a b, ‖f x‖ ≤ C) → ‖∫ (x : ℝ) in a..b, f x‖ ≤ C * |b - a|

f : ℝ → ℝ
R : ℝ
hf : Continuous f
hR : 0 < R
L : ℕ
K : ℝ
hK : ∀ x ∈ Icc 0 R, ‖f x‖ ≤ K
hK0 : 0 ≤ K
t : ℝ
h0 : 0 < t
h1 : t ≤ R
hp : 0 < t ^ (L + 1)
⊢ |extMoment L f R t| ≤ K * (R ^ 2 / t ^ (L + 1)) * |R - t|
```

Diagnosis. Both errors have the same cause. The conclusion of `intervalIntegral.norm_integral_le_of_norm_le_const` bounds the norm `‖∫ …‖` of an integral, while the goals bound the absolute values `|moment L f t|` and `|extMoment L f R t|`. On the reals norm and absolute value are equal, but `apply` could not match the two forms here, and the integrals were also hidden behind the definitions.

In each place the repair adds a `rw` before `apply`. Reading `Real.norm_eq_abs` from right to left turns the absolute value into a norm, and unfolding `moment` or `extMoment` brings the integral into view. The left side of the goal then has the form the lemma expects. The messages do not show whether the unfolding was needed as well as the change to a norm.

The other changes are tidying as far as the messages show: `ht` is taken apart directly in the `fun`, the exponent `L + 2` is written out in `pow_nonneg`, and the `calc` proof of `h2` becomes a rewrite followed by `gcongr`.

After these edits no error is left:

```diff
@@ -23,13 +23,13 @@
   obtain ⟨K, hK⟩ := isCompact_Icc.exists_bound_of_continuousOn (hf.continuousOn (s := Icc 0 R))
   have hK0 : 0 ≤ K := (norm_nonneg _).trans (hK 0 ⟨le_rfl, hR.le⟩)
-  refine ⟨K * R + K * R ^ 3, by positivity, fun t ht => ?_⟩
-  obtain ⟨h0, h1⟩ := ht
+  refine ⟨K * R + K * R ^ 3, by positivity, fun t ⟨h0, h1⟩ => ?_⟩
   have hp : 0 < t ^ (L + 1) := pow_pos h0 _
   constructor
   · have hQ : |moment L f t| ≤ K * t ^ (L + 2) * |t - 0| := by
+      rw [← Real.norm_eq_abs (moment L f t), moment]
       apply intervalIntegral.norm_integral_le_of_norm_le_const
       intro s hs
       rw [uIoc_of_le h0.le] at hs
-      rw [norm_mul, Real.norm_of_nonneg (pow_nonneg hs.1.le _)]
+      rw [norm_mul, Real.norm_of_nonneg (pow_nonneg hs.1.le (L + 2))]
       exact mul_le_mul (hK s ⟨hs.1.le, hs.2.trans h1⟩)
         (pow_le_pow_left₀ hs.1.le hs.2 _) (pow_nonneg hs.1.le _) hK0
@@ -37,11 +37,10 @@
     rw [abs_div, abs_of_pos hp, div_le_iff₀ hp]
     have h2 : K * t ^ (L + 2) * t ≤ K * R * t * t ^ (L + 1) := by
-      have := mul_le_mul_of_nonneg_left h1 (by positivity : 0 ≤ K * t * t ^ (L + 1))
-      calc K * t ^ (L + 2) * t = K * t * t ^ (L + 1) * t := by ring
-        _ ≤ K * t * t ^ (L + 1) * R := this
-        _ = _ := by ring
+      rw [show K * t ^ (L + 2) * t = K * t * t * t ^ (L + 1) by ring]
+      gcongr
     have h3 : 0 ≤ K * R ^ 3 * t * t ^ (L + 1) := by positivity
     linarith
   · have hP : |extMoment L f R t| ≤ K * (R ^ 2 / t ^ (L + 1)) * |R - t| := by
+      rw [← Real.norm_eq_abs (extMoment L f R t), extMoment]
       apply intervalIntegral.norm_integral_le_of_norm_le_const
       intro s hs
```
